# The norm of a regular spherical Bessel wave inside a core radius, from its value and logarithmic derivative at that radius

## Can the core norm be read off at the matching radius?

When I pseudize a valence orbital with spherical Bessel functions, I first pick wave numbers $q$ for which $j(qr)$ has the logarithmic derivative of the all-electron orbital at the core radius $R$. To impose norm conservation I then need the norm that each of these functions has inside $R$. I would rather not integrate numerically, because the answer seems to depend on boundary data only. With $X = qR$, $j(X)\neq 0$ and $D = X j'(X)/j(X)$, the claim is

$$\int_0^R j(qr)^2 r^2\,dr = \frac{R^3}{2}\, j(X)^2\left[1+\frac{D^2+D-l(l+1)}{X^2}\right],$$

where $j$ is a solution of the spherical Bessel equation with angular momentum $l$ that is twice continuously differentiable on the whole real line, including the origin. Can this be derived rigorously, with a proof that a machine has checked?

## The radial density has an explicit primitive

Yes. Write $L = l(l+1)$. The radial equation is

$$x^2 j'' + 2x j' + (x^2 - L)\, j = 0 .$$

Consider the combination

$$G(x) = \tfrac12\left[x^3 j^2 + x^3 j'^2 + x^2 j j' - L x j^2\right].$$

Its derivative follows from the product rule:

$$2G' = 3x^2 j^2 + 2x^3 jj' + 3x^2 j'^2 + 2x^3 j'j'' + 2x jj' + x^2 j'^2 + x^2 jj'' - L j^2 - 2L x jj' .$$

The radial equation removes the two terms that contain $j''$:

$$2x^3 j'j'' = -4x^2 j'^2 - 2x^3 jj' + 2Lx jj', \qquad x^2 jj'' = -2x jj' - x^2 j^2 + L j^2 .$$

The coefficients of $j'^2$ now add to $3x^2 + x^2 - 4x^2 = 0$. All terms in $jj'$ cancel, and so do the two terms $\pm L j^2$. What remains is $2G' = 3x^2j^2 - x^2j^2$, so

$$G'(x) = x^2 j(x)^2 .$$

At the origin $G$ vanishes, since $j$ and $xj'$ are continuous there and every term of $G$ is a product of these with at least one further factor $x$. Substituting $x = qr$ gives

$$\int_0^R j(qr)^2r^2\,dr = \frac{G(X)}{q^3} = \frac{R^3}{2}\left[j(X)^2 + j'(X)^2 + \frac{j(X)j'(X)}{X} - \frac{L\,j(X)^2}{X^2}\right],$$

because $1/q^3 = R^3/X^3$. This form holds even if $j(X)=0$, in which case the norm is $\tfrac12R^3 j'(X)^2$. If $j(X)\neq0$, inserting $j'(X) = D\,j(X)/X$ gives the claimed formula.

Two consequences follow. The wave $\varphi\, j(qr)/j(X)$, scaled to take the value $\varphi$ at $R$, has core norm

$$\frac{R^3}{2}\varphi^2\left[1+\frac{D^2+D-L}{X^2}\right].$$

Moreover, the norm of a wave that is nonzero at the boundary is strictly positive, so the bracket must be positive:

$$l(l+1) < X^2 + D^2 + D .$$

Since $D^2+D\ge-\tfrac14$, this excludes some values of $D$ only when $X \le l+\tfrac12$.

**An s wave with numbers.** Take $l=0$, $j(x)=\sin x/x$, $R=1$ and $q=3\pi/4$, so $X\approx2.3562$. Then $j(X)^2 = 1/(2X^2)\approx0.09006$ and $D = X\cot X-1 = -(X+1)\approx-3.3562$. Hence $D^2+D = X^2+X$, the bracket is $2+1/X\approx2.4244$, and the formula gives $\tfrac12\times0.09006\times2.4244\approx0.1092$. Direct integration of $\sin^2(qr)/q^2$ gives $1/(2q^2)+1/(4q^3)\approx0.0901+0.0191=0.1092$.

## The Lean file

```lean
import Mathlib

open Set

namespace BesselPseudization

noncomputable section

/-- A regular radial wave of angular momentum `l` with slope `dj`: it solves the spherical
Bessel equation for `x > 0`, and both `j` and `x * dj` are continuous. -/
structure IsRegularWave (l : ℕ) (j dj : ℝ → ℝ) : Prop where
  cont : Continuous j
  cont_slope : Continuous fun x => x * dj x
  slope : ∀ x, 0 < x → HasDerivAt j (dj x) x
  radial : ∀ x, 0 < x →
    HasDerivAt dj (-(2 / x) * dj x - (1 - (l : ℝ) * (l + 1) / x ^ 2) * j x) x

/-- The dimensionless logarithmic derivative `D = x j'(x) / j(x)`. -/
def matchedLogDeriv (j dj : ℝ → ℝ) (x : ℝ) : ℝ := x * dj x / j x

/-- The combination of wave and slope that serves as a primitive of the radial density. -/
def normPrimitive (l : ℕ) (j dj : ℝ → ℝ) (x : ℝ) : ℝ :=
  (x ^ 3 * j x ^ 2 + x ^ 3 * dj x ^ 2 + x ^ 2 * (j x * dj x)
    - (l : ℝ) * (l + 1) * (x * j x ^ 2)) / 2

/-- Every twice continuously differentiable solution of the spherical Bessel equation on the
real line is a regular radial wave. -/
theorem isRegularWave_of_contDiff {l : ℕ} {j : ℝ → ℝ} (hj : ContDiff ℝ 2 j)
    (hode : ∀ x, x ^ 2 * deriv (deriv j) x + 2 * x * deriv j x
      + (x ^ 2 - (l : ℝ) * (l + 1)) * j x = 0) :
    IsRegularWave l j (deriv j) := by
  have h2 : ContDiff ℝ (1 + 1) j := by
    rw [one_add_one_eq_two]
    exact hj
  have h1 : ContDiff ℝ 1 (deriv j) := (contDiff_succ_iff_deriv.1 h2).2.2
  have hd : Differentiable ℝ j := (contDiff_succ_iff_deriv.1 h2).1
  have hdd : Differentiable ℝ (deriv j) := h1.differentiable (by norm_num)
  refine ⟨hd.continuous, continuous_id.mul hdd.continuous,
    fun x _ => (hd x).hasDerivAt, fun x hx => ?_⟩
  refine (hdd x).hasDerivAt.congr_deriv ?_
  have hx0 : x ≠ 0 := hx.ne'
  -- solve the radial equation for the second derivative
  apply mul_left_cancel₀ (pow_ne_zero 2 hx0)
  have e : x ^ 2 * (-(2 / x) * deriv j x - (1 - (l : ℝ) * (l + 1) / x ^ 2) * j x)
      = -2 * x * deriv j x - (x ^ 2 - (l : ℝ) * (l + 1)) * j x := by
    field_simp
  rw [e]
  linear_combination hode x

/-- The s wave `sin x / x`, continued by `1` at the origin, is a regular radial wave
with `l = 0`. -/
theorem isRegularWave_witness :
    IsRegularWave 0 Real.sinc (fun x => (x * Real.cos x - Real.sin x) / x ^ 2) := by
  refine ⟨Real.continuous_sinc, ?_, fun x hx => ?_, fun x hx => ?_⟩
  · refine (Real.continuous_cos.sub Real.continuous_sinc).congr fun x => ?_
    by_cases hx : x = 0
    · subst hx
      simp
    · rw [Pi.sub_apply, Real.sinc_of_ne_zero hx]
      field_simp
  · have hx0 : x ≠ 0 := hx.ne'
    have h := (Real.hasDerivAt_sin x).fun_div (hasDerivAt_id' x) hx0
    have h' : HasDerivAt Real.sinc _ x := h.congr_of_eventuallyEq (by
      filter_upwards [isOpen_ne.mem_nhds hx0] with y hy
      exact Real.sinc_of_ne_zero hy)
    refine h'.congr_deriv ?_
    ring
  · have hx0 : x ≠ 0 := hx.ne'
    have hx2 : HasDerivAt (fun y : ℝ => y ^ 2) (2 * x) x := by
      simpa using hasDerivAt_pow 2 x
    refine ((((hasDerivAt_id' x).fun_mul (Real.hasDerivAt_cos x)).fun_sub
      (Real.hasDerivAt_sin x)).fun_div hx2 (pow_ne_zero 2 hx0)).congr_deriv ?_
    rw [Real.sinc_of_ne_zero hx0]
    simp only [Nat.cast_zero, zero_mul, zero_div, sub_zero]
    field_simp
    ring

/-- By the radial equation, for `x > 0` the derivative of the norm primitive is the radial density
`x² j(x)²`. -/
theorem hasDerivAt_normPrimitive {l : ℕ} {j dj : ℝ → ℝ} (h : IsRegularWave l j dj)
    {x : ℝ} (hx : 0 < x) :
    HasDerivAt (normPrimitive l j dj) (x ^ 2 * j x ^ 2) x := by
  have hx0 : x ≠ 0 := hx.ne'
  have hj := h.slope x hx
  have hd := h.radial x hx
  have h3 : HasDerivAt (fun y : ℝ => y ^ 3) (3 * x ^ 2) x := by
    simpa using hasDerivAt_pow 3 x
  have h2 : HasDerivAt (fun y : ℝ => y ^ 2) (2 * x) x := by
    simpa using hasDerivAt_pow 2 x
  have hj2 := hj.fun_mul hj
  have hd2 := hd.fun_mul hd
  have H := ((((h3.fun_mul hj2).fun_add (h3.fun_mul hd2)).fun_add
    (h2.fun_mul (hj.fun_mul hd))).fun_sub
    (((hasDerivAt_id' x).fun_mul hj2).const_mul ((l : ℝ) * (l + 1)))).div_const 2
  have e : normPrimitive l j dj = fun y => (y ^ 3 * (j y * j y) + y ^ 3 * (dj y * dj y)
      + y ^ 2 * (j y * dj y) - (l : ℝ) * (l + 1) * (y * (j y * j y))) / 2 := by
    funext y
    unfold normPrimitive
    ring
  rw [e]
  refine H.congr_deriv ?_
  field_simp
  ring

/-- The norm of `j(qr)` inside radius `R`, expressed by the value and slope of the wave at
`x = qR`. -/
theorem norm_from_boundary {l : ℕ} {j dj : ℝ → ℝ} (h : IsRegularWave l j dj)
    {q R : ℝ} (hq : 0 < q) (hR : 0 < R) :
    ∫ r in (0 : ℝ)..R, j (q * r) ^ 2 * r ^ 2 =
      R ^ 3 / 2 * (j (q * R) ^ 2 + dj (q * R) ^ 2 + j (q * R) * dj (q * R) / (q * R)
        - (l : ℝ) * (l + 1) * j (q * R) ^ 2 / (q * R) ^ 2) := by
  have hjc := h.cont
  have aux : ∀ p : ℝ → ℝ, Continuous p → Continuous (fun x => (x ^ 3 * j x ^ 2 + x * p x ^ 2
      + x * (j x * p x) - (l : ℝ) * (l + 1) * (x * j x ^ 2)) / 2) := by
    intro p hp
    fun_prop
  have hG : Continuous (normPrimitive l j dj) :=
    (aux _ h.cont_slope).congr fun x => by
      simp only [normPrimitive]
      ring
  -- rescale the primitive from x to r = x / q
  have hder : ∀ r ∈ Ioo (0 : ℝ) R, HasDerivAt (fun s => normPrimitive l j dj (q * s) / q ^ 3)
      (j (q * r) ^ 2 * r ^ 2) r := by
    intro r hr
    have hl : HasDerivAt (fun s : ℝ => q * s) q r := by
      simpa using (hasDerivAt_id' r).const_mul q
    refine (((hasDerivAt_normPrimitive h (mul_pos hq hr.1)).comp r hl).div_const
      (q ^ 3)).congr_deriv ?_
    field_simp
  have hc : Continuous (fun s => normPrimitive l j dj (q * s) / q ^ 3) :=
    (hG.comp (continuous_const.mul continuous_id)).div_const _
  have hi : Continuous (fun r => j (q * r) ^ 2 * r ^ 2) := by fun_prop
  have key := intervalIntegral.integral_eq_sub_of_hasDerivAt_of_le hR.le hc.continuousOn
    hder (hi.intervalIntegrable 0 R)
  have h0 : normPrimitive l j dj (q * 0) = 0 := by simp [normPrimitive]
  rw [key, h0]
  unfold normPrimitive
  generalize j (q * R) = a
  generalize dj (q * R) = b
  field_simp
  ring

/-- The norm of `j(qr)` inside radius `R` is fixed by its boundary value and its matched
logarithmic derivative `D`. -/
theorem norm_from_logDeriv {l : ℕ} {j dj : ℝ → ℝ} (h : IsRegularWave l j dj)
    {q R : ℝ} (hq : 0 < q) (hR : 0 < R) (hj : j (q * R) ≠ 0) :
    ∫ r in (0 : ℝ)..R, j (q * r) ^ 2 * r ^ 2 =
      R ^ 3 / 2 * j (q * R) ^ 2 * (1 + (matchedLogDeriv j dj (q * R) ^ 2
        + matchedLogDeriv j dj (q * R) - (l : ℝ) * (l + 1)) / (q * R) ^ 2) := by
  rw [norm_from_boundary h hq hR]
  unfold matchedLogDeriv
  generalize j (q * R) = a at hj ⊢
  generalize dj (q * R) = b
  field_simp
  ring

/-- If the wave has a node at radius `R`, its norm inside is `R³/2` times the squared slope
`j'(qR)²`. -/
theorem norm_at_node {l : ℕ} {j dj : ℝ → ℝ} (h : IsRegularWave l j dj)
    {q R : ℝ} (hq : 0 < q) (hR : 0 < R) (hj : j (q * R) = 0) :
    ∫ r in (0 : ℝ)..R, j (q * r) ^ 2 * r ^ 2 = R ^ 3 / 2 * dj (q * R) ^ 2 := by
  rw [norm_from_boundary h hq hR, hj]
  ring

/-- The core norm of a Bessel wave scaled to take the prescribed value `φ` at radius `R`. -/
theorem norm_of_matched_amplitude {l : ℕ} {j dj : ℝ → ℝ} (h : IsRegularWave l j dj)
    {q R : ℝ} (hq : 0 < q) (hR : 0 < R) (hj : j (q * R) ≠ 0) (φ : ℝ) :
    ∫ r in (0 : ℝ)..R, (φ / j (q * R) * j (q * r)) ^ 2 * r ^ 2 =
      R ^ 3 / 2 * φ ^ 2 * (1 + (matchedLogDeriv j dj (q * R) ^ 2
        + matchedLogDeriv j dj (q * R) - (l : ℝ) * (l + 1)) / (q * R) ^ 2) := by
  have e : ∀ r, (φ / j (q * R) * j (q * r)) ^ 2 * r ^ 2
      = (φ / j (q * R)) ^ 2 * (j (q * r) ^ 2 * r ^ 2) := fun r => by ring
  have ha : (φ / j (q * R)) ^ 2 * j (q * R) ^ 2 = φ ^ 2 := by
    rw [← mul_pow, div_mul_cancel₀ _ hj]
  simp_rw [e]
  rw [intervalIntegral.integral_const_mul, norm_from_logDeriv h hq hR hj, ← ha]
  ring

/-- Wherever a regular wave is nonzero at `x > 0`, its logarithmic derivative `D` satisfies
`l(l+1) < x² + D² + D`. -/
theorem logDeriv_constraint {l : ℕ} {j dj : ℝ → ℝ} (h : IsRegularWave l j dj)
    {x : ℝ} (hx : 0 < x) (hj : j x ≠ 0) :
    (l : ℝ) * (l + 1) < x ^ 2 + matchedLogDeriv j dj x ^ 2 + matchedLogDeriv j dj x := by
  have e := norm_from_logDeriv h one_pos hx (by rwa [one_mul])
  simp only [one_mul] at e
  have hjc := h.cont
  have hc : Continuous (fun r => j r ^ 2 * r ^ 2) := by fun_prop
  -- the norm is strictly positive because the density is nonzero at the boundary
  have hpos : 0 < ∫ r in (0 : ℝ)..x, j r ^ 2 * r ^ 2 :=
    intervalIntegral.integral_pos hx hc.continuousOn (fun r _ => by positivity)
      ⟨x, ⟨hx.le, le_refl x⟩, by positivity⟩
  rw [e] at hpos
  have hb := (mul_pos_iff_of_pos_left (by positivity)).1 hpos
  have hm := mul_pos (pow_pos hx 2) hb
  rw [mul_add, mul_one, mul_div_cancel₀ _ (pow_ne_zero 2 hx.ne')] at hm
  linarith

end

end BesselPseudization
```

```lean
#print axioms BesselPseudization.norm_from_logDeriv
-- 'BesselPseudization.norm_from_logDeriv' depends on axioms: [propext, Classical.choice, Quot.sound]
#print axioms BesselPseudization.norm_at_node
-- 'BesselPseudization.norm_at_node' depends on axioms: [propext, Classical.choice, Quot.sound]
#print axioms BesselPseudization.norm_of_matched_amplitude
-- 'BesselPseudization.norm_of_matched_amplitude' depends on axioms: [propext, Classical.choice, Quot.sound]
#print axioms BesselPseudization.logDeriv_constraint
-- 'BesselPseudization.logDeriv_constraint' depends on axioms: [propext, Classical.choice, Quot.sound]
```

## What the theorems say about a pseudo-wave

The main theorem is `norm_from_logDeriv`. In words: let `j` be a regular wave of angular momentum `l` with slope `dj`, let $q$ and $R$ be positive, and let `j (q * R)` be nonzero. Then the integral of $j(qr)^2r^2$ from $0$ to $R$ equals the expression in the boundary value and $D$ given above.

The Lean objects correspond to the physics as follows.

- `l : ℕ` is the angular momentum. The functions `j` and `dj` are real functions of the dimensionless argument $x$, which stands for $qr$.
- `IsRegularWave l j dj` says that `dj` is the derivative of `j` for $x>0$ and that the radial equation, solved for the second derivative, holds there. It also requires `j` and `x * dj x` to be continuous. These continuity conditions express regularity at the nucleus: they exclude the solutions that diverge at the origin.
- `matchedLogDeriv j dj x` is $D$. At $x=qR$ it equals $R$ times the logarithmic derivative of $j(qr)$ with respect to $r$, which is the quantity to match to the all-electron radial function. It refers to the radial function itself, not to that function multiplied by $r$.
- The hypothesis `j (q * R) ≠ 0` means that the wave has no node at the core radius, where $D$ would be undefined. `norm_at_node` covers the other case.

The integral carries the radial weight $r^2$ and no angular factor, and `j` may have any overall normalisation.

The assumptions in your question are slightly stronger than those of `IsRegularWave`. The theorem `isRegularWave_of_contDiff` shows that every $C^2$ solution on the real line satisfies the structure with `deriv j` as its slope, so the main theorem applies to it. `isRegularWave_witness` supplies a concrete example, the s wave $\sin x/x$. For $l>0$ the file constructs no wave, and it doesn't show that some $q$ attains a prescribed $D$.

In electronic-structure work the result supplies the core norm of one Bessel function with real wave number, a free wave with no potential inside the core. An optimized pseudization of the kind in your question combines several such functions. If their wave numbers are distinct and all match the same logarithmic derivative at $R$, the functions are orthogonal inside $R$, so the core norm of the combination is the sum of the individual norms weighted by the squared coefficients. The file doesn't prove this orthogonality, and it doesn't treat the choice of coefficients or the optimization of plane-wave convergence.

## How the proof follows the calculation

**From the differential equation to the structure.** `isRegularWave_of_contDiff` obtains the continuity conditions from the differentiability of $j$ and $j'$. It then solves the radial equation for $j''$ at $x>0$: both sides are multiplied by $x^2$, and `linear_combination hode x` closes the identity. For the explicit s wave, `isRegularWave_witness` uses the quotient rule, together with the observation that $x$ times the slope is $\cos x-\sin x/x$, which extends continuously to the origin.

**The primitive.** `normPrimitive` is $G$, and `hasDerivAt_normPrimitive` proves $G'=x^2j^2$ for $x>0$. The term `H` assembles the derivative by the product rule, with the radial equation already supplying the derivative of `dj`. The closing `field_simp` and `ring` carry out the cancellations shown above.

**The boundary formula.** `norm_from_boundary` first proves that $G$ is continuous, including at the origin. The auxiliary statement `aux` does this by writing $G$ in terms of $j$ and $p=xj'$, so that only the continuous combination $xj'$ appears. The chain rule then shows that $G(qr)/q^3$ has derivative $j(qr)^2r^2$ for $0<r<R$. The version of the fundamental theorem of calculus used here needs the derivative only on the open interval, with continuity on the closed one, so the singular coefficients of the radial equation at $r=0$ cause no difficulty. The lower boundary term is zero, and algebra turns the upper one into the stated form.

**The logarithmic derivative and the node.** `norm_from_logDeriv` rewrites the boundary formula with $D$, using $j(X)\ne0$ to clear the denominators. `norm_at_node` sets $j(X)=0$ instead, which leaves only the squared slope.

**The prescribed amplitude.** `norm_of_matched_amplitude` takes the constant factor $(\varphi/j(X))^2$ out of the integral and cancels $j(X)^2$.

**The inequality.** `logDeriv_constraint` applies the main theorem with $q=1$ and $R=x$. The integrand is continuous and nonnegative, and it is positive at the endpoint, so the integral is strictly positive. Dividing out the positive prefactor and multiplying the bracket by $x^2$ gives the bound on $D$.
